# For finitely many phases with constant enthalpies and entropies, the temperatures at which a phase lies on the hull form a closed convex set

Suppose that convex hulls have been built at 300 K and at 900 K from the same finite list of phases, each with a free energy $H_i - T S_i$ whose enthalpy and entropy do not change with temperature. A phase that lies on both hulls can then be recorded as stable at 600 K, and at every other temperature in between, without building another hull. The step rests on the convexity of the set of temperatures at which the phase is on the hull. It works in one direction only: a phase that is off the hull at both temperatures may still be on it somewhere between them.

## Phases, mixtures and the hull

Label the phases by $i$. Phase $i$ has a composition $x_i$, for instance a vector of atomic fractions, and a free energy per atom $G_i(T)$. A mixture is given by weights $w_i \ge 0$ with $\sum_i w_i = 1$, where $w_i$ is the fraction of the atoms that sit in phase $i$. Its composition is $\sum_i w_i x_i$ and its free energy per atom is $\sum_i w_i G_i(T)$, with no interface energy and no entropy of mixing between the phases.

Phase $k$ is on the hull at temperature $T$ when

$$G_k(T) \le \sum_i w_i G_i(T)$$

for every mixture with $\sum_i w_i x_i = x_k$. The set of temperatures at which this holds is the stability window of $k$.

In the basic model $G_i(T) = H_i - T S_i$. Constant $H_i$ and $S_i$ amount to neglecting the heat capacity. A phase with a positive heat capacity has a free energy that bends downwards, since $G'' = -C_p/T$ at constant pressure. It is therefore natural to ask how much of the result survives for concave free energies.

## What the theorems say

The main theorem, `stabilityWindow_linear`, states that for any compositions `x`, enthalpies `H`, entropies `S` and phase `k`, the stability window is closed and convex. A convex subset of the real line has no gaps, so the window is empty, a single point, a closed interval, a closed half-line or the whole line.

The Lean objects correspond to the physics as follows.

- `ι` is the finite set of phase labels, and `x : ι → V` gives the compositions in a real vector space `V` of any dimension.
- `G : ι → ℝ → ℝ` gives each phase a free energy as a function of temperature; `linearFreeEnergy H S` is the choice $H_i - T S_i$.
- `OnHull x g k` is the mixture inequality for phase `k` at fixed energies `g`.
- `stabilityWindow x G k` collects the temperatures at which `OnHull` holds.

Some conventions are fixed by these definitions. The inequality is not strict, so a phase that ties with a competing mixture counts as being on the hull; this is why the endpoints belong to the window. Temperature runs over all real numbers, negative ones included. Restricting the window to $T > 0$ leaves it convex. The energies must be normalised in the same way as the weights, per atom if the $x_i$ are atomic fractions.

For electronic-structure phase diagrams, the theorem justifies interpolating stability between two temperatures when the list of phases is finite and every enthalpy and entropy is held constant. It does not treat solutions of continuously variable composition, and it cannot account for phases missing from the list.

## Each mixture gives a closed condition

Let all $G_i$ be continuous. For one fixed mixture $w$ with the composition of $k$, define

$$D_w(T) = \sum_i w_i G_i(T) - G_k(T).$$

This is a finite sum of continuous functions, so the set where $D_w(T) \ge 0$ is closed. The stability window is the intersection of these sets over all admissible $w$. There are in general infinitely many mixtures, but any intersection of closed sets is closed. Linear free energies are continuous, so the first half of the main theorem follows.

## Interpolating between two temperatures

For convexity, let every $G_i$ be concave and let phase $k$ have the linear free energy $G_k(T) = H_k - T S_k$. Take $T_1$ and $T_2$ in the window, and numbers $a, b \ge 0$ with $a + b = 1$. Write $T = aT_1 + bT_2$. Because $H_k = (a+b)H_k$,

$$G_k(T) = a(H_k - T_1 S_k) + b(H_k - T_2 S_k) = a\,G_k(T_1) + b\,G_k(T_2).$$

Now fix any mixture $w$ with the composition of $k$. The condition on $w$ does not involve temperature, so the same mixture competes at $T_1$, $T_2$ and $T$. The hull inequalities at $T_1$ and $T_2$, multiplied by $a$ and $b$ and added, give

$$G_k(T) \le a\sum_i w_i G_i(T_1) + b\sum_i w_i G_i(T_2) = \sum_i w_i\bigl(a\,G_i(T_1) + b\,G_i(T_2)\bigr).$$

Concavity says that $a\,G_i(T_1) + b\,G_i(T_2) \le G_i(T)$. Since $w_i \ge 0$, the right-hand side is at most $\sum_i w_i G_i(T)$. This holds for every admissible mixture, so $T$ is in the window. The Lean theorem assumes concavity on the whole real line, but the argument uses it only between $T_1$ and $T_2$. For the part of the window with $T > 0$, concavity at positive temperatures is therefore enough.

If all free energies are linear, the concavity inequality is an equality for each $i$, and the second half of the main theorem follows.

## Polymorphs with a prescribed window

Polymorphs share one composition $c$. Every mixture of them has composition $\sum_i w_i c = c$, so all weights are admissible. Taking the pure phase $i$ as the mixture shows that a polymorph $k$ on the hull satisfies $G_k \le G_i$ for each $i$. Conversely, if these inequalities hold, then

$$G_k = \sum_i w_i G_k \le \sum_i w_i G_i.$$

Being on the hull therefore means having the lowest free energy, with ties allowed.

Now let $a$ and $b$ denote two temperatures, and take three polymorphs with

$$G_0 = 0, \qquad G_1 = T - a, \qquad G_2 = b - T.$$

Phase 0 is on the hull exactly when $T - a \ge 0$ and $b - T \ge 0$, that is, when $a \le T \le b$. Every bounded closed interval thus occurs as a window. For $a = b$ it is one point, and for $a > b$ it is empty. The entropies here are $0$, $-1$ and $1$; they can be read as values relative to phase 0.

## A polymorph that leaves the hull and returns

In reduced units, take two polymorphs with $G_0 = -T^2$ and $G_1 = 2 - 3T$. Phase 0 is on the hull when

$$G_1 - G_0 = T^2 - 3T + 2 = (T-1)(T-2) \ge 0,$$

which means $T \le 1$ or $T \ge 2$. The temperatures 1 and 2 are in the window, but their midpoint $3/2$ is not, so the window is not convex.

Both free energies are concave. For $G_1$ this is clear, since it is linear. For $G_0$, with weights $a, b \ge 0$ and $a + b = 1$,

$$-(aT_1 + bT_2)^2 - \bigl(-aT_1^2 - bT_2^2\bigr) = ab\,(T_1 - T_2)^2 \ge 0.$$

At positive temperature phase 0 has entropy $2T$ and heat capacity $2T$, both positive. Phase 1 keeps the idealisation of the basic model, a constant entropy and zero heat capacity. The entropy of phase 0 starts below the constant value 3 of phase 1 and later overtakes it, which lets phase 0 return. Concavity is thus enough for the competitors in the interpolation argument, but not for the phase whose window is sought. When that phase has a curved vibrational free energy, stability at two temperatures need not extend to the temperatures between them.

## Temperature and pressure together

The same argument applies to $G_i(T,P) = E_i + P V_i - T S_i$ with constant energies $E_i$, volumes $V_i$ and entropies $S_i$. Each mixture then gives a linear inequality in $(T,P)$, and the region where phase $k$ is on the hull is a closed convex subset of the temperature–pressure plane. This two-variable version is an addition by hand to the theorems below.

## The definitions and theorems in Lean

```lean
import Mathlib

open Set

namespace FiniteTemperatureHull

noncomputable section

/-- The free energy `H i - T * S i` of phase `i`, with temperature-independent enthalpy
and entropy. -/
def linearFreeEnergy {ι : Type*} (H S : ι → ℝ) (i : ι) (T : ℝ) : ℝ := H i - T * S i

variable {ι V : Type*} [Fintype ι] [AddCommGroup V] [Module ℝ V]

/-- Phase `k` lies on the hull: no mixture of phases with the composition of `k` has a lower
energy than `k`. -/
def OnHull (x : ι → V) (g : ι → ℝ) (k : ι) : Prop :=
  ∀ w : ι → ℝ, (∀ i, 0 ≤ w i) → ∑ i, w i = 1 → ∑ i, w i • x i = x k →
    g k ≤ ∑ i, w i * g i

/-- The set of real temperatures at which phase `k` lies on the hull. -/
def stabilityWindow (x : ι → V) (G : ι → ℝ → ℝ) (k : ι) : Set ℝ :=
  {T | OnHull x (fun i => G i T) k}

/-- If all free energies are continuous in temperature, the stability window of each phase
is closed. -/
theorem isClosed_stabilityWindow (x : ι → V) (G : ι → ℝ → ℝ) (k : ι)
    (hG : ∀ i, Continuous (G i)) : IsClosed (stabilityWindow x G k) := by
  -- each competing mixture contributes one closed condition on the temperature
  have h : stabilityWindow x G k =
      ⋂ w : {w : ι → ℝ // (∀ i, 0 ≤ w i) ∧ ∑ i, w i = 1 ∧ ∑ i, w i • x i = x k},
        {T | G k T ≤ ∑ i, w.1 i * G i T} := by
    ext T
    rw [Set.mem_iInter]
    exact ⟨fun h w => h w.1 w.2.1 w.2.2.1 w.2.2.2,
      fun h w h0 h1 hx => h ⟨w, h0, h1, hx⟩⟩
  rw [h]
  exact isClosed_iInter fun w => isClosed_le (hG k)
    (continuous_finsetSum _ fun i _ => continuous_const.mul (hG i))

/-- If all free energies are concave in temperature and that of phase `k` is linear, the
stability window of `k` is convex. -/
theorem convex_stabilityWindow (x : ι → V) (G : ι → ℝ → ℝ) (k : ι)
    (hG : ∀ i, ConcaveOn ℝ univ (G i)) (Hk Sk : ℝ) (hk : ∀ T, G k T = Hk - T * Sk) :
    Convex ℝ (stabilityWindow x G k) := by
  intro T₁ h₁ T₂ h₂ a b ha hb hab w h0 h1 hx
  have e₁ : G k T₁ ≤ ∑ i, w i * G i T₁ := h₁ w h0 h1 hx
  have e₂ : G k T₂ ≤ ∑ i, w i * G i T₂ := h₂ w h0 h1 hx
  calc G k (a • T₁ + b • T₂) = a * G k T₁ + b * G k T₂ := by
        -- the free energy of phase `k` interpolates exactly
        simp only [hk, smul_eq_mul]
        linear_combination (-Hk) * hab
    _ ≤ a * ∑ i, w i * G i T₁ + b * ∑ i, w i * G i T₂ :=
        add_le_add (mul_le_mul_of_nonneg_left e₁ ha) (mul_le_mul_of_nonneg_left e₂ hb)
    _ = ∑ i, w i * (a * G i T₁ + b * G i T₂) := by
        rw [Finset.mul_sum, Finset.mul_sum, ← Finset.sum_add_distrib]
        exact Finset.sum_congr rfl fun i _ => by ring
    _ ≤ ∑ i, w i * G i (a • T₁ + b • T₂) := by
        -- the competitors lie above their chords
        refine Finset.sum_le_sum fun i _ => mul_le_mul_of_nonneg_left ?_ (h0 i)
        exact (hG i).2 (mem_univ T₁) (mem_univ T₂) ha hb hab

/-- For finitely many phases with free energies `H i - T * S i`, the real temperatures at
which a given phase lies on the hull form a closed convex set. -/
theorem stabilityWindow_linear (x : ι → V) (H S : ι → ℝ) (k : ι) :
    IsClosed (stabilityWindow x (linearFreeEnergy H S) k) ∧
      Convex ℝ (stabilityWindow x (linearFreeEnergy H S) k) := by
  constructor
  · refine isClosed_stabilityWindow x _ k fun i => ?_
    show Continuous fun T : ℝ => H i - T * S i
    fun_prop
  · refine convex_stabilityWindow x _ k (fun i => ⟨convex_univ, ?_⟩) (H k) (S k)
      fun T => rfl
    intro T₁ _ T₂ _ a b _ _ hab
    apply le_of_eq
    simp only [linearFreeEnergy, smul_eq_mul]
    linear_combination H i * hab

/-- Among polymorphs, which all share one composition `c`, a phase lies on the hull exactly
when no other has a lower energy. -/
theorem onHull_polymorphs_iff (c : V) (g : ι → ℝ) (k : ι) :
    OnHull (fun _ => c) g k ↔ ∀ i, g k ≤ g i := by
  classical
  constructor
  · intro h i
    -- compare with the pure phase `i`
    have h' := h (fun j => if j = i then 1 else 0)
      (by intro j; split_ifs <;> norm_num) (by simp)
      (by rw [← Finset.sum_smul]; simp)
    simpa using h'
  · intro h w h0 h1 _
    calc g k = ∑ i, w i * g k := by rw [← Finset.sum_mul, h1, one_mul]
      _ ≤ ∑ i, w i * g i :=
        Finset.sum_le_sum fun i _ => mul_le_mul_of_nonneg_left (h i) (h0 i)

/-- Three polymorphs with free energies `0`, `T - a` and `b - T`: the first lies on the hull exactly
when the temperature `T` satisfies `a ≤ T ≤ b`. -/
theorem stabilityWindow_eq_Icc (c : V) (a b : ℝ) :
    stabilityWindow (fun _ => c) (linearFreeEnergy ![0, -a, b] ![0, -1, 1]) 0 = Icc a b := by
  ext T
  refine Iff.trans (onHull_polymorphs_iff c
    (fun i : Fin 3 => linearFreeEnergy ![0, -a, b] ![0, -1, 1] i T) 0) ?_
  constructor
  · intro h
    have h1 : (0 : ℝ) - T * 0 ≤ -a - T * (-1) := h 1
    have h2 : (0 : ℝ) - T * 0 ≤ b - T * 1 := h 2
    exact ⟨by linarith, by linarith⟩
  · rintro ⟨h1, h2⟩ i
    fin_cases i
    · exact le_rfl
    · show (0 : ℝ) - T * 0 ≤ -a - T * (-1)
      linarith
    · show (0 : ℝ) - T * 0 ≤ b - T * 1
      linarith

/-- The free energies `-T ^ 2` and `2 - 3 * T` of two polymorphs. -/
def concavePair : Fin 2 → ℝ → ℝ := ![fun T => -T ^ 2, fun T => 2 - 3 * T]

/-- The polymorph with free energy `-T ^ 2` lies on the hull exactly when `T ≤ 1` or
`2 ≤ T`. -/
theorem stabilityWindow_concavePair (c : V) :
    stabilityWindow (fun _ => c) concavePair 0 = Iic 1 ∪ Ici 2 := by
  ext T
  refine Iff.trans (onHull_polymorphs_iff c (fun i : Fin 2 => concavePair i T) 0) ?_
  constructor
  · intro h
    have h1 : -T ^ 2 ≤ 2 - 3 * T := h 1
    rcases le_or_gt T 1 with hT | hT
    · exact Or.inl hT
    · refine Or.inr ?_
      show 2 ≤ T
      by_contra h2
      have h3 : T < 2 := not_le.mp h2
      nlinarith [mul_pos (sub_pos.2 hT) (sub_pos.2 h3)]
  · intro h
    refine Fin.forall_fin_two.2 ⟨le_rfl, ?_⟩
    show -T ^ 2 ≤ 2 - 3 * T
    -- the difference of the free energies is `(T - 1) * (T - 2)`
    rcases h with h | h
    · have h1 : T ≤ 1 := h
      nlinarith [mul_nonneg (sub_nonneg.2 h1) (by linarith : (0 : ℝ) ≤ 2 - T)]
    · have h2 : 2 ≤ T := h
      nlinarith [mul_nonneg (sub_nonneg.2 h2) (by linarith : (0 : ℝ) ≤ T - 1)]

/-- Both free energies `-T ^ 2` and `2 - 3 * T` are concave, yet the stability window of the
first polymorph is not convex. -/
theorem concave_not_convex_stabilityWindow (c : V) :
    (∀ i, ConcaveOn ℝ univ (concavePair i)) ∧
      ¬ Convex ℝ (stabilityWindow (fun _ => c) concavePair 0) := by
  constructor
  · refine Fin.forall_fin_two.2 ⟨⟨convex_univ, ?_⟩, ⟨convex_univ, ?_⟩⟩
    · intro T₁ _ T₂ _ a b ha hb hab
      show a * (-T₁ ^ 2) + b * (-T₂ ^ 2) ≤ -(a * T₁ + b * T₂) ^ 2
      obtain rfl : b = 1 - a := by linarith
      nlinarith [mul_nonneg (mul_nonneg ha hb) (sq_nonneg (T₁ - T₂))]
    · intro T₁ _ T₂ _ a b _ _ hab
      show a * (2 - 3 * T₁) + b * (2 - 3 * T₂) ≤ 2 - 3 * (a * T₁ + b * T₂)
      apply le_of_eq
      linear_combination 2 * hab
  · intro h
    rw [stabilityWindow_concavePair] at h
    have h1 : (1 : ℝ) ∈ Iic (1 : ℝ) ∪ Ici 2 := Or.inl (le_refl (1 : ℝ))
    have h2 : (2 : ℝ) ∈ Iic (1 : ℝ) ∪ Ici 2 := Or.inr (le_refl (2 : ℝ))
    -- the midpoint 3/2 would have to belong to the window
    have hm := h h1 h2 (by norm_num : (0 : ℝ) ≤ 1 / 2) (by norm_num : (0 : ℝ) ≤ 1 / 2)
      (by norm_num)
    rcases hm with hm | hm
    · have h3 : (1 / 2 : ℝ) * 1 + 1 / 2 * 2 ≤ 1 := hm
      norm_num at h3
    · have h3 : (2 : ℝ) ≤ 1 / 2 * 1 + 1 / 2 * 2 := hm
      norm_num at h3

end

end FiniteTemperatureHull
```

```lean
#print axioms FiniteTemperatureHull.stabilityWindow_linear
#print axioms FiniteTemperatureHull.stabilityWindow_eq_Icc
#print axioms FiniteTemperatureHull.concave_not_convex_stabilityWindow
```

```
'FiniteTemperatureHull.stabilityWindow_linear' depends on axioms: [propext, Classical.choice, Quot.sound]
'FiniteTemperatureHull.stabilityWindow_eq_Icc' depends on axioms: [propext, Classical.choice, Quot.sound]
'FiniteTemperatureHull.concave_not_convex_stabilityWindow' depends on axioms: [propext, Classical.choice, Quot.sound]
```

## How the Lean proof follows the derivation

`isClosed_stabilityWindow` first rewrites the window as an intersection. The index of the intersection is a weight function bundled with its three conditions: non-negativity, sum one and the right composition. `isClosed_le` makes each condition on the temperature closed, and `isClosed_iInter` handles the intersection. Only continuity in temperature is used; `V` needs no topology.

`convex_stabilityWindow` is the interpolation argument written as a `calc` chain. The hypotheses `e₁` and `e₂` are the hull inequalities at the two temperatures for one mixture `w`. The four links of the chain are

1. the exact interpolation of phase `k`, where `linear_combination (-Hk) * hab` uses $a + b = 1$;
2. the weighted sum of `e₁` and `e₂`;
3. the rearrangement of the two sums into one;
4. the concavity of each competitor, multiplied by its non-negative weight.

`stabilityWindow_linear` applies these two lemmas. `fun_prop` proves that $H_i - T S_i$ is continuous, and the concavity inequality is proved as an equality through `le_of_eq`.

`onHull_polymorphs_iff` takes the pure phase `i` as a weight function that is 1 at `i` and 0 elsewhere. For the converse it writes $G_k$ as $\sum_i w_i G_k$ and compares term by term. The two examples then reduce to comparing energies. In `stabilityWindow_eq_Icc` these comparisons are linear and `linarith` closes them.

In `stabilityWindow_concavePair` the comparison is quadratic. To exclude $1 < T < 2$, `nlinarith` receives the positive product $(T-1)(2-T)$, which contradicts the hull inequality. In the other direction it receives the non-negative product $(1-T)(2-T)$ or $(T-2)(T-1)$, according to the side on which $T$ lies.

`concave_not_convex_stabilityWindow` proves the concavity of $-T^2$ by substituting $b = 1 - a$ and supplying the term $ab(T_1 - T_2)^2$ to `nlinarith`. It then assumes that the window is convex, applies this to the temperatures 1 and 2 with weights $1/2$, and obtains that $3/2$ is at most 1 or at least 2. `norm_num` refutes both cases.
